# With a common radial factor, $\int\rho^n\,d^3r$ for $p_z$ is $\binom{2n}{n}/2^n$ times its value for $p_{+1}$

Let $u=\cos\theta$, let $R(r)$ be a real radial factor shared by the orbitals $p_z\propto R\,u$ and $p_{+1}\propto R\,\sqrt{1-u^2}\,e^{i\varphi}$, whose angular factors are each normalised over the sphere, and for a natural number $n$ let $F_n[\psi]=\int|\psi|^{2n}\,d^3r$ be the local power functional of the density $\rho=|\psi|^2$. The Lean file below computes the ratio of $F_n$ for the two orbitals and shows that, when $F_n[p_{+1}]$ is positive and finite, the value for $p_z$ is strictly larger exactly when $n\ge2$.

```lean
import Mathlib

open Real

namespace POrbitalSplitting

noncomputable section

/-- The real orbital `p_z` with radial factor `R`, in the coordinates `r`, `u = cos θ`, `φ`. -/
def pReal (R : ℝ → ℝ) (r u _φ : ℝ) : ℂ :=
  ((R r * √(3 / (4 * π)) * u : ℝ) : ℂ)

/-- The complex orbital `p₊₁` with radial factor `R`, up to a constant sign. -/
def pComplex (R : ℝ → ℝ) (r u φ : ℝ) : ℂ :=
  ((R r * √(3 / (8 * π)) * √(1 - u ^ 2) : ℝ) : ℂ) * Complex.exp (φ * Complex.I)

/-- The local power functional: the integral over space of the `n`-th power of the density
`|ψ|²`, with volume element `r² dr du dφ`. -/
def localPower (n : ℕ) (ψ : ℝ → ℝ → ℝ → ℂ) : ℝ :=
  ∫ r in Set.Ioi (0 : ℝ), ∫ φ in (0 : ℝ)..(2 * π), ∫ u in (-1 : ℝ)..1,
    r ^ 2 * (Complex.normSq (ψ r u φ)) ^ n

/-- The associated Legendre equation `((1 - u²) f')' = (m²/(1 - u²) - l(l+1)) f` on `(-1, 1)`. -/
def SolvesLegendre (l m : ℕ) (f : ℝ → ℝ) : Prop :=
  ∃ f' : ℝ → ℝ, ∀ u ∈ Set.Ioo (-1 : ℝ) 1, HasDerivAt f (f' u) u ∧
    HasDerivAt (fun v => (1 - v ^ 2) * f' v)
      (((m : ℝ) ^ 2 / (1 - u ^ 2) - (l : ℝ) * ((l : ℝ) + 1)) * f u) u

private lemma hasDerivAt_one_sub_sq (x : ℝ) :
    HasDerivAt (fun u : ℝ => 1 - u ^ 2) (-(2 * x)) x := by
  simpa using (hasDerivAt_pow 2 x).const_sub 1

/-- The polar factors `u` of `p_z` and `√(1 - u²)` of `p₊₁` solve the associated Legendre
equation with the same `l = 1`, for `m = 0` and `m = 1`. -/
theorem same_angular_momentum :
    SolvesLegendre 1 0 (fun u => u) ∧ SolvesLegendre 1 1 (fun u => √(1 - u ^ 2)) := by
  constructor
  · refine ⟨fun _ => 1, fun u _ => ⟨hasDerivAt_id' u, ?_⟩⟩
    refine ((hasDerivAt_one_sub_sq u).mul_const 1).congr_deriv ?_
    push_cast
    ring
  · refine ⟨fun v => -v / √(1 - v ^ 2), fun u hu => ?_⟩
    have hpos : 0 < 1 - u ^ 2 := by nlinarith [hu.1, hu.2]
    have hs : HasDerivAt (fun v : ℝ => √(1 - v ^ 2)) (-u / √(1 - u ^ 2)) u :=
      ((hasDerivAt_one_sub_sq u).sqrt hpos.ne').congr_deriv (by ring)
    refine ⟨hs, ?_⟩
    -- the flux (1 - v²) f' simplifies to -v √(1 - v²)
    have hfun : (fun v : ℝ => (1 - v ^ 2) * (-v / √(1 - v ^ 2)))
        = fun v => -v * √(1 - v ^ 2) := by
      funext v
      calc (1 - v ^ 2) * (-v / √(1 - v ^ 2)) = -v * ((1 - v ^ 2) / √(1 - v ^ 2)) := by ring
        _ = -v * √(1 - v ^ 2) := by rw [Real.div_sqrt]
    have hd := (hasDerivAt_id' u).fun_neg.fun_mul hs
    rw [hfun]
    refine hd.congr_deriv ?_
    beta_reduce
    have hsq : 1 - u ^ 2 = √(1 - u ^ 2) ^ 2 := (Real.sq_sqrt hpos.le).symm
    have hs0 : √(1 - u ^ 2) ≠ 0 := (Real.sqrt_pos.mpr hpos).ne'
    generalize √(1 - u ^ 2) = s at hsq hs0 ⊢
    rw [hsq]
    have e1 : u ^ 2 / s = 1 / s - s := by
      field_simp
      linarith
    have e2 : 1 / s ^ 2 * s = 1 / s := by field_simp
    push_cast
    linear_combination e1 - e2

/-- Closed form of the moments of `sin² θ = 1 - u²` over `u` in `[0, 1]`. -/
theorem sin_sq_moment (n : ℕ) :
    (2 * (n : ℝ) + 1) * (n.centralBinom : ℝ) * ∫ u in (0 : ℝ)..1, (1 - u ^ 2) ^ n = 4 ^ n := by
  induction n with
  | zero => simp
  | succ n ih =>
    -- integrate the derivative of u (1 - u²)^(n+1), which vanishes at both ends
    have hd : ∀ x : ℝ, HasDerivAt (fun u : ℝ => u * (1 - u ^ 2) ^ (n + 1))
        ((2 * (n : ℝ) + 3) * (1 - x ^ 2) ^ (n + 1) - (2 * (n : ℝ) + 2) * (1 - x ^ 2) ^ n) x := by
      intro x
      refine ((hasDerivAt_id' x).fun_mul
        ((hasDerivAt_one_sub_sq x).fun_pow (n + 1))).congr_deriv ?_
      simp only [Nat.add_sub_cancel]
      push_cast
      ring
    have h : ∫ x in (0 : ℝ)..1, ((2 * (n : ℝ) + 3) * (1 - x ^ 2) ^ (n + 1)
        - (2 * (n : ℝ) + 2) * (1 - x ^ 2) ^ n) = 0 := by
      rw [intervalIntegral.integral_eq_sub_of_hasDerivAt (fun x _ => hd x)
        (Continuous.intervalIntegrable (by fun_prop) _ _)]
      simp
    rw [intervalIntegral.integral_sub (Continuous.intervalIntegrable (by fun_prop) _ _)
      (Continuous.intervalIntegrable (by fun_prop) _ _),
      intervalIntegral.integral_const_mul, intervalIntegral.integral_const_mul] at h
    have hc : ((n : ℝ) + 1) * ((n + 1).centralBinom : ℝ)
        = 2 * (2 * (n : ℝ) + 1) * (n.centralBinom : ℝ) := by
      exact_mod_cast Nat.succ_mul_centralBinom_succ n
    push_cast
    linear_combination ((n + 1).centralBinom : ℝ) * h
      + 2 * (∫ u in (0 : ℝ)..1, (1 - u ^ 2) ^ n) * hc + 4 * ih

/-- The angular integrals of the `n`-th powers of the `p_z` and `p₊₁` densities have the ratio
`binomial(2n, n) / 2ⁿ`. -/
theorem angular_ratio (n : ℕ) :
    (∫ u in (0 : ℝ)..1, (3 * u ^ 2) ^ n) / (∫ u in (0 : ℝ)..1, (3 * (1 - u ^ 2) / 2) ^ n)
      = ((2 * n).choose n : ℝ) / 2 ^ n := by
  have hA : ∫ u in (0 : ℝ)..1, (3 * u ^ 2) ^ n = 3 ^ n / (2 * (n : ℝ) + 1) := by
    have e : ∀ u : ℝ, (3 * u ^ 2) ^ n = 3 ^ n * u ^ (2 * n) := by
      intro u
      rw [mul_pow, pow_mul]
    simp only [e, intervalIntegral.integral_const_mul, integral_pow]
    rw [one_pow, zero_pow (by omega)]
    push_cast
    ring
  have hB : ∫ u in (0 : ℝ)..1, (3 * (1 - u ^ 2) / 2) ^ n
      = 3 ^ n / 2 ^ n * ∫ u in (0 : ℝ)..1, (1 - u ^ 2) ^ n := by
    have e : ∀ u : ℝ, (3 * (1 - u ^ 2) / 2) ^ n = 3 ^ n / 2 ^ n * (1 - u ^ 2) ^ n := by
      intro u
      rw [div_pow, mul_pow]
      ring
    simp only [e, intervalIntegral.integral_const_mul]
  have hJ := sin_sq_moment n
  rw [hA, hB, ← Nat.centralBinom_eq_two_mul_choose]
  generalize (∫ u in (0 : ℝ)..1, (1 - u ^ 2) ^ n) = J at hJ ⊢
  have hJ0 : J ≠ 0 := by
    intro h0
    rw [h0, mul_zero] at hJ
    exact pow_ne_zero n (by norm_num : (4 : ℝ) ≠ 0) hJ.symm
  have h4 : (4 : ℝ) ^ n = 2 ^ n * 2 ^ n := by
    rw [← mul_pow]
    norm_num
  have hn : 2 * (n : ℝ) + 1 ≠ 0 := by positivity
  have h3 : (3 : ℝ) ^ n / 2 ^ n ≠ 0 := by positivity
  rw [div_div, div_eq_div_iff (mul_ne_zero hn (mul_ne_zero h3 hJ0)) (by positivity)]
  symm
  calc (n.centralBinom : ℝ) * ((2 * (n : ℝ) + 1) * (3 ^ n / 2 ^ n * J))
      = 3 ^ n / 2 ^ n * ((2 * (n : ℝ) + 1) * (n.centralBinom : ℝ) * J) := by ring
    _ = 3 ^ n * 2 ^ n := by
      rw [hJ, h4]
      field_simp

/-- The binomial coefficient `binomial(2n, n)` exceeds `2ⁿ` for every `n ≥ 2`. -/
theorem two_pow_lt_choose (n : ℕ) (hn : 2 ≤ n) : 2 ^ n < (2 * n).choose n := by
  rw [← Nat.centralBinom_eq_two_mul_choose]
  induction n, hn using Nat.le_induction with
  | base => decide
  | succ n _ ih =>
    have h : 2 * n.centralBinom ≤ (n + 1).centralBinom := by
      have hm : (n + 1) * (2 * n.centralBinom) ≤ (n + 1) * (n + 1).centralBinom := by
        rw [Nat.succ_mul_centralBinom_succ]
        nlinarith [Nat.zero_le (n * n.centralBinom)]
      exact Nat.le_of_mul_le_mul_left hm (Nat.succ_pos n)
    rw [pow_succ]
    omega

private lemma integral_even (f : ℝ → ℝ) (hc : Continuous f) (hf : ∀ x, f (-x) = f x) :
    ∫ u in (-1 : ℝ)..1, f u = 2 * ∫ u in (0 : ℝ)..1, f u := by
  have h := intervalIntegral.integral_comp_neg (a := 0) (b := 1) f
  simp only [hf, neg_zero] at h
  rw [← intervalIntegral.integral_add_adjacent_intervals (hc.intervalIntegrable (-1) 0)
    (hc.intervalIntegrable 0 1), ← h]
  ring

/-- For a density `R(r)² g(u) / 4π` with `g` continuous and even, the local power functional is a
radial integral times an angular one. -/
theorem localPower_factor (n : ℕ) (R g : ℝ → ℝ) (ψ : ℝ → ℝ → ℝ → ℂ) (hc : Continuous g)
    (hg : ∀ u, g (-u) = g u)
    (h : ∀ r φ, ∀ u ∈ Set.Icc (-1 : ℝ) 1,
      Complex.normSq (ψ r u φ) = R r ^ 2 / (4 * π) * g u) :
    localPower n ψ = (∫ r in Set.Ioi (0 : ℝ), r ^ 2 * (R r ^ 2 / (4 * π)) ^ n)
      * (4 * π * ∫ u in (0 : ℝ)..1, g u ^ n) := by
  have inner : ∀ r φ : ℝ, ∫ u in (-1 : ℝ)..1, r ^ 2 * (Complex.normSq (ψ r u φ)) ^ n
      = r ^ 2 * (R r ^ 2 / (4 * π)) ^ n * (2 * ∫ u in (0 : ℝ)..1, g u ^ n) := by
    intro r φ
    rw [← integral_even (fun u => g u ^ n) (hc.pow n) (fun u => by simp only [hg]),
      ← intervalIntegral.integral_const_mul]
    apply intervalIntegral.integral_congr
    intro u hu
    rw [Set.uIcc_of_le (by norm_num)] at hu
    simp only [h r φ u hu, mul_pow]
    ring
  rw [localPower, ← MeasureTheory.integral_mul_const]
  refine MeasureTheory.integral_congr_ae (Filter.Eventually.of_forall fun r => ?_)
  simp only [inner, intervalIntegral.integral_const, smul_eq_mul]
  ring

/-- For every radial factor, the local power functional of `p_z` is `binomial(2n, n) / 2ⁿ` times
that of `p₊₁`. -/
theorem localPower_pReal (n : ℕ) (R : ℝ → ℝ) :
    localPower n (pReal R) = ((2 * n).choose n : ℝ) / 2 ^ n * localPower n (pComplex R) := by
  have hz : ∀ r φ, ∀ u ∈ Set.Icc (-1 : ℝ) 1,
      Complex.normSq (pReal R r u φ) = R r ^ 2 / (4 * π) * (3 * u ^ 2) := by
    intro r φ u _
    have h1 : √(3 / (4 * π)) ^ 2 = 3 / (4 * π) := Real.sq_sqrt (by positivity)
    rw [pReal, Complex.normSq_ofReal]
    linear_combination R r ^ 2 * u ^ 2 * h1
  have hp : ∀ r φ, ∀ u ∈ Set.Icc (-1 : ℝ) 1,
      Complex.normSq (pComplex R r u φ) = R r ^ 2 / (4 * π) * (3 * (1 - u ^ 2) / 2) := by
    intro r φ u hu
    have h1 : √(3 / (8 * π)) ^ 2 = 3 / (8 * π) := Real.sq_sqrt (by positivity)
    have h2 : √(1 - u ^ 2) ^ 2 = 1 - u ^ 2 := Real.sq_sqrt (by nlinarith [hu.1, hu.2])
    -- the phase factor drops out of the density
    rw [pComplex, Complex.normSq_mul, Complex.normSq_ofReal, Complex.normSq_eq_norm_sq,
      Complex.norm_exp_ofReal_mul_I]
    linear_combination R r ^ 2 * √(1 - u ^ 2) ^ 2 * h1 + R r ^ 2 * (3 / (8 * π)) * h2
  have hr := angular_ratio n
  have hB : (∫ u in (0 : ℝ)..1, (3 * (1 - u ^ 2) / 2) ^ n) ≠ 0 := by
    intro h0
    rw [h0, div_zero] at hr
    have hc : (0 : ℝ) < ((2 * n).choose n : ℝ) := by
      exact_mod_cast Nat.choose_pos (by omega : n ≤ 2 * n)
    have : (0 : ℝ) < ((2 * n).choose n : ℝ) / 2 ^ n := by positivity
    linarith
  rw [div_eq_iff hB] at hr
  rw [localPower_factor n R (fun u => 3 * u ^ 2) _ (by fun_prop) (fun u => by ring) hz,
    localPower_factor n R (fun u => 3 * (1 - u ^ 2) / 2) _ (by fun_prop) (fun u => by ring) hp,
    hr]
  ring

/-- When the functional of `p₊₁` is positive, that of `p_z` is strictly larger exactly for the
powers `n ≥ 2`. -/
theorem splitting_iff (n : ℕ) (R : ℝ → ℝ) (hpos : 0 < localPower n (pComplex R)) :
    localPower n (pComplex R) < localPower n (pReal R) ↔ 2 ≤ n := by
  rw [localPower_pReal, lt_mul_iff_one_lt_left hpos, one_lt_div (by positivity)]
  constructor
  · intro h
    by_contra hn
    have h01 : n = 0 ∨ n = 1 := by omega
    rcases h01 with rfl | rfl <;> norm_num at h
  · intro hn
    exact_mod_cast two_pow_lt_choose n hn

end

end POrbitalSplitting
```

```lean
#print axioms POrbitalSplitting.same_angular_momentum
-- 'POrbitalSplitting.same_angular_momentum' depends on axioms: [propext, Classical.choice, Quot.sound]
#print axioms POrbitalSplitting.localPower_pReal
-- 'POrbitalSplitting.localPower_pReal' depends on axioms: [propext, Classical.choice, Quot.sound]
#print axioms POrbitalSplitting.splitting_iff
-- 'POrbitalSplitting.splitting_iff' depends on axioms: [propext, Classical.choice, Quot.sound]
```

## Orbitals, volume element and functional

An orbital is a complex function of $r$, $u$ and $\varphi$. The definitions `pReal` and `pComplex` are

$$p_z=R(r)\sqrt{\tfrac{3}{4\pi}}\,u,\qquad p_{+1}=R(r)\sqrt{\tfrac{3}{8\pi}}\,\sqrt{1-u^2}\,e^{i\varphi}.$$

The angular factors are normalised over the sphere. The usual minus sign of $p_{+1}$ is left out, which does not affect the density. The function $R$ is arbitrary: it need not be normalised or solve a radial equation, since it enters both densities in the same way.

The functional `localPower n ψ` is an iterated integral over $r>0$, $0\le\varphi\le2\pi$ and $-1\le u\le1$ with volume element $r^2\,dr\,du\,d\varphi$. The factor $\sin\theta$ has been absorbed into $du$, and `Complex.normSq` is $|\psi|^2$.

## Degeneracy through the angular equation

The predicate `SolvesLegendre l m f` says that on $-1<u<1$

$$\big((1-u^2)f'\big)'=\Big(\frac{m^2}{1-u^2}-l(l+1)\Big)f.$$

The theorem `same_angular_momentum` states that the polar factors of both orbitals solve it with $l=1$, for $m=0$ and $m=1$. For $f=u$, the left side is $(1-u^2)'=-2u$, as required. For $f=s=\sqrt{1-u^2}$, we have $f'=-u/s$ and $(1-u^2)f'=-us$, so

$$(-us)'=-s+\frac{u^2}{s}=\frac1s-2s=\Big(\frac1{s^2}-2\Big)s.$$

The Lean proof makes the same simplification of the flux in `hfun` and then eliminates $u^2$ in favour of $s$.

In a central potential the radial Schrödinger equation contains $l$ but not $m$, so the two orbitals can share $R$ and have the same energy. That separation of variables is the physical reading of the theorem; the file itself contains no Hamiltonian.

## From three dimensions to one angular integral

Taking the squared modulus of the orbitals removes the phase $e^{i\varphi}$ and gives

$$|p_z|^2=\frac{R^2}{4\pi}\,3u^2,\qquad |p_{+1}|^2=\frac{R^2}{4\pi}\,\frac{3(1-u^2)}{2}.$$

Both have the form $R^2g(u)/4\pi$ with $g$ even. The $\varphi$ integral gives $2\pi$, and the $u$ integral is twice its value over $[0,1]$. Hence

$$F_n=\left[\int_0^\infty r^2\Big(\frac{R^2}{4\pi}\Big)^n dr\right]\;4\pi\int_0^1 g(u)^n\,du.$$

This is `localPower_factor`, with `integral_even` supplying the factor of two. The radial bracket is common to both orbitals, so the comparison reduces to two integrals over $u$.

## The angular ratio

For $p_z$ the integral is elementary:

$$\int_0^1(3u^2)^n\,du=\frac{3^n}{2n+1}.$$

For $p_{+1}$ we need $J_n=\int_0^1(1-u^2)^n\,du$. Differentiate $u(1-u^2)^{n+1}$ and replace $u^2$ by $1-(1-u^2)$:

$$\frac{d}{du}\,u(1-u^2)^{n+1}=(2n+3)(1-u^2)^{n+1}-(2n+2)(1-u^2)^n.$$

The function on the left vanishes at $u=0$ and $u=1$, so integration gives $(2n+3)J_{n+1}=(2n+2)J_n$.

Write $C_n=\binom{2n}{n}$, which is `n.centralBinom` in Lean. It satisfies $(n+1)C_{n+1}=2(2n+1)C_n$. The theorem `sin_sq_moment` is the closed form

$$(2n+1)\,C_n\,J_n=4^n.$$

It holds at $n=0$, where every factor is 1. If it holds at $n$, then

$$(2n+3)C_{n+1}J_{n+1}=(2n+2)C_{n+1}J_n=4(2n+1)C_nJ_n=4^{n+1}.$$

In the Lean induction, `hd` is the derivative, `h` its vanishing integral and `hc` the binomial recursion. The closing `linear_combination` joins them with the induction hypothesis as in the line above.

Therefore

$$\int_0^1\Big(\frac{3(1-u^2)}2\Big)^n du=\frac{3^n}{2^n}J_n=\frac{6^n}{(2n+1)C_n},$$

and dividing gives `angular_ratio`:

$$\frac{3^n/(2n+1)}{6^n/\big((2n+1)C_n\big)}=\frac{C_n}{2^n}.$$

Its proof evaluates the numerator in `hA`, pulls the constant out of the denominator in `hB`, and inserts the closed form. The theorem `localPower_pReal` computes the two densities in `hz` and `hp`, applies the factorisation to each, and obtains

$$F_n[p_z]=\frac{1}{2^n}\binom{2n}{n}\,F_n[p_{+1}].$$

## Which powers split the pair

At $n=0$ and $n=1$ the ratio is 1. At $n=2$ we have $C_2=6>4$. Beyond that, the recursion gives

$$C_{n+1}=\frac{2(2n+1)}{n+1}\,C_n\ge2C_n,$$

so $C_n>2^n$ is inherited by every later $n$. This is the induction in `two_pow_lt_choose`.

The final theorem, `splitting_iff`, assumes $F_n[p_{+1}]>0$ and concludes that $F_n[p_{+1}]<F_n[p_z]$ if and only if $n\ge2$. Its proof divides out the positive value and compares the ratio with 1, treating $n=0$ and $n=1$ separately.

The hypothesis `hpos` stands for an orbital that is actually present and whose $n$-th density power has a finite integral over space. Lean assigns the value 0 to a divergent integral, so the hypothesis excludes that case, including $n=0$, where the integrand is just the volume element.

## Hydrogen 2p orbitals: the integral of the squared density

The angular integrals are

$$\int_0^1 9u^4\,du=\frac95,\qquad \frac94\int_0^1(1-u^2)^2\,du=\frac94\cdot\frac8{15}=\frac65,$$

with ratio $3/2=\binom42/2^2$. In atomic units the normalised radial factor is $R=re^{-r/2}/\sqrt{24}$, so

$$\int_0^\infty r^2R^4\,dr=\frac1{576}\int_0^\infty r^6e^{-2r}\,dr=\frac{5}{512}.$$

Multiplying by $4\pi/(4\pi)^2=1/(4\pi)$ and by the angular integrals gives

$$F_2[p_z]=\frac{9}{2048\pi}\approx0.00140,\qquad F_2[p_{+1}]=\frac{6}{2048\pi}\approx0.00093.$$

## Consequences for density functionals

Take one electron in a p orbital of a central potential and add to its energy the single term $cF_n$, with $c\ne0$, a whole number $n\ge2$ and $F_n[p_{+1}]$ positive and finite. At a fixed, common $R$ this term separates two states that the central potential leaves degenerate: $p_z$ lies above $p_{+1}$ for $c>0$ and below it for $c<0$. A full density functional has other terms that distinguish the two densities, such as the Hartree energy, so there the sign of $c$ alone does not settle the order.

The theorems compare the functional at a fixed, common $R$. They do not treat self-consistent relaxation of the orbitals, densities of several electrons, or fractional powers such as the $4/3$ of local density exchange.
